# The total spin component Sz is conserved in a Heisenberg star of four spins 1/2

Four spins 1/2 form a star: the central spin is coupled to each of the other three by a Heisenberg term with J = 1, and the outer spins are not coupled to each other. The theorem `hStar_conserves_sz` says that the Hamiltonian commutes with the z component of the total spin: applying the two operators to a state `ψ` in either order gives the same state. Here `ψ` is any complex function on the 16 spin configurations, and it need not be normalised. The proof compares the two sides at a configuration `![a, b, c, d]`, writes the Hamiltonian with exchanges of two spins through `exchange_form`, and leaves the remaining identity to `ring`.

This version doesn't compile in Lean 4 with Mathlib:

```lean
import Mathlib

open Matrix

namespace HeisenbergStar

noncomputable section

/-- A state of four spins 1/2: a complex amplitude for each configuration (`true` is up). -/
abbrev State := (Fin 4 → Bool) → ℂ

/-- The operator Sz of site `i`. -/
def sz (i : Fin 4) (ψ : State) : State := fun σ => (if σ i then 1 / 2 else -1 / 2) * ψ σ

/-- The raising operator S+ of site `i`. -/
def sPlus (i : Fin 4) (ψ : State) : State :=
  fun σ => if σ i then ψ (Function.update σ i false) else 0

/-- The lowering operator S- of site `i`. -/
def sMinus (i : Fin 4) (ψ : State) : State :=
  fun σ => if σ i then 0 else ψ (Function.update σ i true)

/-- The scalar product of the spins at sites `i` and `j`. -/
def spinDot (i j : Fin 4) (ψ : State) : State := fun σ =>
  sz i (sz j ψ) σ + (sPlus i (sMinus j ψ) σ + sMinus i (sPlus j ψ) σ) / 2

/-- The star Hamiltonian: site 0 is coupled with J = 1 to sites 1, 2 and 3. -/
def hStar (ψ : State) : State := fun σ => spinDot 0 1 ψ σ + spinDot 0 2 ψ σ + spinDot 0 3 ψ σ

/-- The square of the total spin. -/
def spinSq (ψ : State) : State := fun σ => ∑ i, ∑ j, spinDot i j ψ σ

/-- The z component of the total spin. -/
def totalSz (ψ : State) : State := fun σ => ∑ i, sz i ψ σ

/-- Every configuration is given by its four spin directions. -/
theorem config_cases (σ : Fin 4 → Bool) : ∃ a b c d, σ = ![a, b, c, d] :=
  ⟨σ 0, σ 1, σ 2, σ 3, by funext k; fin_cases k <;> rfl⟩

/-- The scalar product of two different spins 1/2 is half their exchange minus one quarter. -/
theorem spinDot_exchange (i j : Fin 4) (h : i ≠ j) (ψ : State) (σ : Fin 4 → Bool) :
    spinDot i j ψ σ = ψ (σ ∘ Equiv.swap i j) / 2 - ψ σ / 4 := by
  have hs : σ ∘ Equiv.swap i j = Function.update (Function.update σ i (σ j)) j (σ i) := by
    funext k
    by_cases hj : k = j
    · simp [hj]
    · by_cases hi : k = i
      · simp [hi, h]
      · simp [hi, hj, Equiv.swap_apply_of_ne_of_ne hi hj]
  -- parallel spins are unchanged by the exchange
  have e : ∀ b, σ i = b → σ j = b →
      Function.update (Function.update σ i b) j b = σ := by
    intro b h1 h2
    funext k
    by_cases hj : k = j
    · simp [hj, h2]
    · by_cases hi : k = i
      · simp [hi, h, h1]
      · simp [hi, hj]
  rw [hs]
  cases hi : σ i <;> cases hj : σ j
  · rw [e false hi hj]
    simp [spinDot, sz, sPlus, sMinus, hi, hj, h.symm]
    ring
  · simp [spinDot, sz, sPlus, sMinus, hi, hj, h.symm]
    ring
  · simp [spinDot, sz, sPlus, sMinus, hi, hj, h.symm]
    ring
  · rw [e true hi hj]
    simp [spinDot, sz, sPlus, sMinus, hi, hj, h.symm]
    ring

/-- The star Hamiltonian and the squared total spin written with exchanges of two spins. -/
theorem exchange_form (ψ : State) (a b c d : Bool) :
    hStar ψ ![a, b, c, d] = (ψ ![b, a, c, d] + ψ ![c, b, a, d] + ψ ![d, b, c, a]) / 2
      - 3 / 4 * ψ ![a, b, c, d] ∧
    spinSq ψ ![a, b, c, d] = ψ ![b, a, c, d] + ψ ![c, b, a, d] + ψ ![d, b, c, a]
      + ψ ![a, c, b, d] + ψ ![a, d, c, b] + ψ ![a, b, d, c] := by
  have hself : ∀ i σ, spinDot i i ψ σ = 3 / 4 * ψ σ := by
    intro i σ
    have e : Function.update σ i (σ i) = σ := Function.update_eq_self i σ
    cases hi : σ i <;> rw [hi] at e <;> simp [spinDot, sz, sPlus, sMinus, hi, e] <;> ring
  have s1 : ![a, b, c, d] ∘ Equiv.swap (0 : Fin 4) 1 = ![b, a, c, d] := by
    funext k; fin_cases k <;> rfl
  have s2 : ![a, b, c, d] ∘ Equiv.swap (0 : Fin 4) 2 = ![c, b, a, d] := by
    funext k; fin_cases k <;> rfl
  have s3 : ![a, b, c, d] ∘ Equiv.swap (0 : Fin 4) 3 = ![d, b, c, a] := by
    funext k; fin_cases k <;> rfl
  have s4 : ![a, b, c, d] ∘ Equiv.swap (1 : Fin 4) 2 = ![a, c, b, d] := by
    funext k; fin_cases k <;> rfl
  have s5 : ![a, b, c, d] ∘ Equiv.swap (1 : Fin 4) 3 = ![a, d, c, b] := by
    funext k; fin_cases k <;> rfl
  have s6 : ![a, b, c, d] ∘ Equiv.swap (2 : Fin 4) 3 = ![a, b, d, c] := by
    funext k; fin_cases k <;> rfl
  constructor
  · simp only [hStar, spinDot_exchange, ne_eq, Fin.reduceEq, not_false_eq_true, s1, s2, s3]
    ring
  · simp only [spinSq, Fin.sum_univ_four, hself, spinDot_exchange, ne_eq, Fin.reduceEq,
      not_false_eq_true, Equiv.swap_comm (1 : Fin 4) 0, Equiv.swap_comm (2 : Fin 4) 0,
      Equiv.swap_comm (3 : Fin 4) 0, Equiv.swap_comm (2 : Fin 4) 1,
      Equiv.swap_comm (3 : Fin 4) 1, Equiv.swap_comm (3 : Fin 4) 2, s1, s2, s3, s4, s5, s6]
    ring

/-- The star Hamiltonian conserves the z component of the total spin. -/
theorem hStar_conserves_sz (ψ : State) : totalSz (hStar ψ) = hStar (totalSz ψ) := by
  funext σ
  obtain ⟨a, b, c, d, rfl⟩ := config_cases σ
  simp only [totalSz, sz, Fin.sum_univ_four, exchange_form, Matrix.cons_val]
  ring

end

end HeisenbergStar
```

Messages:

```
Try this:
  [apply] ring_nf
  
  The `ring` tactic failed to close the goal. Use `ring_nf` to obtain a normal form.
    
  Note that `ring` works primarily in *commutative* rings. If you have a noncommutative ring, abelian group or module, consider using `noncomm_ring`, `abel` or `module` instead.
Main.lean:105:82: error: unsolved goals
ψ : State
a b c d : Bool
⊢ (if a = true then 1 / 2 else -1 / 2) * ψ ![b, a, c, d] * (1 / 2) +
                                  (if a = true then 1 / 2 else -1 / 2) * ψ ![c, b, a, d] * (1 / 2) +
                                (if a = true then 1 / 2 else -1 / 2) * ψ ![d, b, c, a] * (1 / 2) +
                              (if a = true then 1 / 2 else -1 / 2) * ψ ![a, b, c, d] * (-3 / 4) +
                            (ψ ![b, a, c, d] * if b = true then 1 / 2 else -1 / 2) * (1 / 2) +
                          (ψ ![b, a, c, d] * if c = true then 1 / 2 else -1 / 2) * (1 / 2) +
                        (ψ ![b, a, c, d] * if d = true then 1 / 2 else -1 / 2) * (1 / 2) +
                      (ψ ![c, b, a, d] * if b = true then 1 / 2 else -1 / 2) * (1 / 2) +
                    (ψ ![c, b, a, d] * if c = true then 1 / 2 else -1 / 2) * (1 / 2) +
                  (ψ ![c, b, a, d] * if d = true then 1 / 2 else -1 / 2) * (1 / 2) +
                (ψ ![d, b, c, a] * if b = true then 1 / 2 else -1 / 2) * (1 / 2) +
              (ψ ![d, b, c, a] * if c = true then 1 / 2 else -1 / 2) * (1 / 2) +
            (ψ ![d, b, c, a] * if d = true then 1 / 2 else -1 / 2) * (1 / 2) +
          (ψ ![a, b, c, d] * if b = true then 1 / 2 else -1 / 2) * (-3 / 4) +
        (ψ ![a, b, c, d] * if c = true then 1 / 2 else -1 / 2) * (-3 / 4) +
      (ψ ![a, b, c, d] * if d = true then 1 / 2 else -1 / 2) * (-3 / 4) =
    (if a = true then 1 / 2 else -1 / 2) * ψ ![a, b, c, d] * (-3 / 4) +
                                  (ψ ![b, a, c, d] * if b = true then 1 / 2 else -1 / 2) * (1 / 2) +
                                (ψ ![b, a, c, d] * if a = true then 1 / 2 else -1 / 2) * (1 / 2) +
                              (ψ ![b, a, c, d] * if c = true then 1 / 2 else -1 / 2) * (1 / 2) +
                            (ψ ![b, a, c, d] * if d = true then 1 / 2 else -1 / 2) * (1 / 2) +
                          (ψ ![c, b, a, d] * if c = true then 1 / 2 else -1 / 2) * (1 / 2) +
                        (ψ ![c, b, a, d] * if b = true then 1 / 2 else -1 / 2) * (1 / 2) +
                      (ψ ![c, b, a, d] * if a = true then 1 / 2 else -1 / 2) * (1 / 2) +
                    (ψ ![c, b, a, d] * if d = true then 1 / 2 else -1 / 2) * (1 / 2) +
                  (ψ ![d, b, c, a] * if d = true then 1 / 2 else -1 / 2) * (1 / 2) +
                (ψ ![d, b, c, a] * if b = true then 1 / 2 else -1 / 2) * (1 / 2) +
              (ψ ![d, b, c, a] * if c = true then 1 / 2 else -1 / 2) * (1 / 2) +
            (ψ ![d, b, c, a] * if a = true then 1 / 2 else -1 / 2) * (1 / 2) +
          (ψ ![a, b, c, d] * if b = true then 1 / 2 else -1 / 2) * (-3 / 4) +
        (ψ ![a, b, c, d] * if c = true then 1 / 2 else -1 / 2) * (-3 / 4) +
      (ψ ![a, b, c, d] * if d = true then 1 / 2 else -1 / 2) * (-3 / 4)
```

Cause. The first message says that `ring` did not close the goal, and the error shows what was left. As printed, the two sides have the same terms, only in a different order. But `if a = true then 1 / 2 else -1 / 2` stands before `ψ ![b, a, c, d]` on the left and after it on the right, which shows that `ring` takes the two copies for different unknowns. They differ in a part that is not printed, the `Decidable` instance of the `if`. `simp only` simplified the conditions to `a = true`, but the instances still refer to the entries of the vectors they came from, `![a, b, c, d]` in one case and `![b, a, c, d]` in the other. `ring` does not unfold far enough to see that they agree.

The repair splits each of the four spin directions into `true` and `false`. In each of the 16 cases `simp only [Bool.false_eq_true, ↓reduceIte]` replaces every `if` by 1/2 or -1/2, whatever its instance. Only numbers and values of `ψ` remain, and `ring` closes the goal.

Fix (accepted with no message):

```diff
@@ -107,5 +107,6 @@
   obtain ⟨a, b, c, d, rfl⟩ := config_cases σ
   simp only [totalSz, sz, Fin.sum_univ_four, exchange_form, Matrix.cons_val]
-  ring
+  cases a <;> cases b <;> cases c <;> cases d <;>
+    simp only [Bool.false_eq_true, ↓reduceIte] <;> ring
 
 end
```
